# Highest-neighbour Bader basins on a grid stay the same if every density value shifts by less than half the smallest difference between any two

## Question

I have an electron density on a finite grid and split it into Bader basins: from each point I move to the highest neighbouring point as long as it is higher, and points that end at the same place form a basin. When I tighten the SCF convergence, all the density values change slightly. Could a tiny change send a point between two atoms to the other atom? And does each basin really belong to exactly one density maximum?

## Answer

Each basin belongs to exactly one local maximum. If no two grid points have the same density, no basin changes as long as every value shifts by less than half the smallest difference between two points.

### Counting denser points, then comparing order

Let N(v) be the number of points denser than v. Suppose a move goes from v to w. Every point denser than w is also denser than v, and w itself counts for v but not for w. Hence

N(w) ≤ N(v) − 1.

Since N(v) is at most the number of grid points, that many updates suffice to come to rest. A resting point is a local maximum: if it had a denser neighbour, its highest neighbour would be denser too, and the walk would move on.

Write e(v) for the endpoint of v and B(v) for its basin. A maximum m never moves, so e(m) = m. If maxima m and m′ have the same basin, then m = e(m) = e(m′) = m′. Conversely, any B(v) is the basin of the maximum e(v), because e(e(v)) = e(v). So maxima and basins correspond one-to-one.

Now let distinct points differ in density by at least δ, and let each value change by less than δ/2, giving ρ′. If ρ(u) < ρ(v), then

ρ′(v) − ρ′(u) > (ρ(v) − δ/2) − (ρ(u) + δ/2) ≥ 0.

The order of the densities survives, so each point keeps its highest neighbour and its decision to move or stay. All endpoints and basins are therefore the same.

Allowing shifts up to δ would forget that both values can move. Take three points in a row, numbered 0, 1, 2, with densities 1, 0, 2 and smallest gap 1. Point 1 moves to point 2. Shift the ends towards each other by t, with 1/2 < t < 2: now 1 + t > 2 − t, and point 1 moves to point 0. No factor above one half works in general.

Nor is a gap between adjacent points enough. With densities 1, 0, 1 neighbours differ by 1, yet raising the end that point 1 did not choose by any ε > 0 redirects it.

### What the Lean statements say

The grid is a graph `G` on `V`, and `ρ : V → ℝ` is the density. `step` makes an `Uphill` move if there is one, `endpoint` applies it as many times as there are points, and `basin` collects points with equal endpoints. `IsMaximum` allows ties, so every point of a flat plateau that has no denser neighbour counts as a maximum with its own basin.

`endpoint_isMaximum` and `basins_bijOn_maxima` need no distinct densities; `step` then picks arbitrarily among tied highest neighbours. `basins_stable` assumes the gap as `hgap` and the bound on the shifts as `hpert`. The latter forces δ > 0, so together they rule out equal densities, including those at symmetry-equivalent points. With at least two points, the best δ is the smallest difference.

For electronic-structure work this gives a sufficient noise tolerance for basin assignment, on a fixed finite grid and for a rule that compares density values. The on-grid steepest-ascent method instead compares density differences divided by distance, and is not covered here. The result says nothing about convergence to the basins of the continuous density, and on a fine grid δ may be very small.

```lean
import Mathlib

open Function

namespace GridBaderBasins

variable {V : Type*} (G : SimpleGraph V) (ρ : V → ℝ)

/-- A grid point is a local maximum if none of its neighbours has a higher density. -/
def IsMaximum (v : V) : Prop := ∀ w, G.Adj v w → ρ w ≤ ρ v

/-- An uphill move from `v` to `w`: `w` is a neighbour of `v`, is denser than `v`,
and no neighbour of `v` is denser than `w`. -/
def Uphill (v w : V) : Prop :=
  G.Adj v w ∧ ρ v < ρ w ∧ ∀ u, G.Adj v u → ρ u ≤ ρ w

open Classical in
/-- The update rule: make an uphill move if there is one, otherwise stay. -/
noncomputable def step (v : V) : V :=
  if h : ∃ w, Uphill G ρ v w then h.choose else v

/-- The point reached from `v` after as many updates as there are grid points. -/
noncomputable def endpoint [Fintype V] (v : V) : V :=
  (step G ρ)^[Fintype.card V] v

/-- The basin of `v`: all grid points whose trajectories have the same endpoint as that of `v`. -/
def basin [Fintype V] (v : V) : Set V := {w | endpoint G ρ w = endpoint G ρ v}

/-- An update is either an uphill move, or it stays put because no uphill move exists. -/
theorem step_cases (v : V) :
    Uphill G ρ v (step G ρ v) ∨ ((¬ ∃ w, Uphill G ρ v w) ∧ step G ρ v = v) := by
  unfold step
  by_cases h : ∃ w, Uphill G ρ v w
  · left
    rw [dif_pos h]
    exact h.choose_spec
  · exact Or.inr ⟨h, dif_neg h⟩

/-- If the density takes different values at different points, an uphill move
from `v` to `w` is the one the update rule makes. -/
theorem step_eq_of_uphill (hρ : Injective ρ) {v w : V} (h : Uphill G ρ v w) :
    step G ρ v = w := by
  rcases step_cases G ρ v with hs | ⟨hn, _⟩
  · exact hρ (le_antisymm (h.2.2 _ hs.1) (hs.2.2 _ h.1))
  · exact absurd ⟨w, h⟩ hn

/-- On a finite grid the update rule stays at a point exactly when that point is a
local maximum. -/
theorem step_eq_self_iff [Finite V] (v : V) : step G ρ v = v ↔ IsMaximum G ρ v := by
  constructor
  · intro hs w hw
    by_contra hlt
    -- a denser neighbour exists, so a highest neighbour gives an uphill move
    obtain ⟨a, ha, hmax⟩ :=
      Set.exists_max_image {u | G.Adj v u} ρ (Set.toFinite _) ⟨w, hw⟩
    rcases step_cases G ρ v with h | ⟨hn, _⟩
    · have h' := h.2.1
      rw [hs] at h'
      exact lt_irrefl _ h'
    · exact hn ⟨a, ha, lt_of_lt_of_le (not_le.mp hlt) (hmax w hw), hmax⟩
  · intro hm
    rcases step_cases G ρ v with h | ⟨_, hs⟩
    · exact absurd h.2.1 (not_lt_of_ge (hm _ h.1))
    · exact hs

/-- If at most `n` grid points are denser than the starting point, the trajectory
has come to rest after `n` updates. -/
theorem iterate_settles [Fintype V] (n : ℕ) : ∀ v : V,
    (Finset.univ.filter (fun w => ρ v < ρ w)).card ≤ n →
      step G ρ ((step G ρ)^[n] v) = (step G ρ)^[n] v := by
  induction n with
  | zero =>
    intro v hv
    rcases step_cases G ρ v with hs | ⟨_, hs⟩
    · have hmem : step G ρ v ∈ Finset.univ.filter (fun w => ρ v < ρ w) := by
        simp [hs.2.1]
      exact absurd (Finset.card_pos.mpr ⟨_, hmem⟩) (by omega)
    · exact hs
  | succ n ih =>
    intro v hv
    rw [Function.iterate_succ_apply]
    rcases step_cases G ρ v with hs | ⟨_, hs⟩
    · apply ih
      -- an uphill move leaves fewer denser points
      have hlt : (Finset.univ.filter (fun w => ρ (step G ρ v) < ρ w)).card <
          (Finset.univ.filter (fun w => ρ v < ρ w)).card := by
        apply Finset.card_lt_card
        refine (Finset.ssubset_iff_of_subset ?_).mpr
          ⟨step G ρ v, by simp [hs.2.1], by simp⟩
        intro w hw
        simp only [Finset.mem_filter, Finset.mem_univ, true_and] at hw ⊢
        exact hs.2.1.trans hw
      omega
    · rw [hs, Function.iterate_fixed hs]
      exact hs

/-- On a finite grid every trajectory ends at a local maximum of the density. -/
theorem endpoint_isMaximum [Fintype V] (v : V) : IsMaximum G ρ (endpoint G ρ v) :=
  (step_eq_self_iff G ρ _).mp (iterate_settles G ρ _ v (Finset.card_le_univ _))

/-- A local maximum is its own endpoint. -/
theorem endpoint_eq_self [Fintype V] {v : V} (h : IsMaximum G ρ v) :
    endpoint G ρ v = v :=
  Function.iterate_fixed ((step_eq_self_iff G ρ v).mpr h) _

/-- Sending each local maximum to its basin is a one-to-one correspondence between
the local maxima and the basins of a finite grid. -/
theorem basins_bijOn_maxima [Fintype V] :
    Set.BijOn (basin G ρ) {m | IsMaximum G ρ m} (Set.range (basin G ρ)) := by
  refine ⟨fun m _ => ⟨m, rfl⟩, ?_, ?_⟩
  · intro m hm m' hm' h
    have hmem : m ∈ basin G ρ m' := by
      rw [← h]
      exact (rfl : endpoint G ρ m = endpoint G ρ m)
    have h2 : endpoint G ρ m = endpoint G ρ m' := hmem
    rwa [endpoint_eq_self G ρ hm, endpoint_eq_self G ρ hm'] at h2
  · -- every basin is the basin of the maximum where its trajectories end
    rintro _ ⟨v, rfl⟩
    refine ⟨endpoint G ρ v, endpoint_isMaximum G ρ v, ?_⟩
    simp only [basin, endpoint_eq_self G ρ (endpoint_isMaximum G ρ v)]

/-- If the densities of distinct points differ by at least `δ` and every value is
perturbed by less than `δ / 2`, all endpoints and all basins stay the same. -/
theorem basins_stable [Fintype V] (ρ' : V → ℝ) {δ : ℝ}
    (hgap : ∀ u v, u ≠ v → δ ≤ |ρ u - ρ v|) (hpert : ∀ v, |ρ' v - ρ v| < δ / 2) :
    endpoint G ρ' = endpoint G ρ ∧ basin G ρ' = basin G ρ := by
  -- the perturbation preserves the order of the densities
  have hlt : ∀ u v, ρ u < ρ v → ρ' u < ρ' v := by
    intro u v h
    have hne : u ≠ v := by
      rintro rfl
      exact lt_irrefl _ h
    have h1 := hgap u v hne
    rw [abs_of_neg (by linarith)] at h1
    have h2 := abs_lt.mp (hpert u)
    have h3 := abs_lt.mp (hpert v)
    linarith [h2.2, h3.1]
  have hinj : Injective ρ := by
    intro u v h
    by_contra hne
    have h1 := hgap u v hne
    rw [h, sub_self, abs_zero] at h1
    have h2 := (abs_nonneg _).trans_lt (hpert u)
    linarith
  have hinj' : Injective ρ' := by
    intro u v h
    by_contra hne
    rcases lt_or_gt_of_ne (hinj.ne hne) with h1 | h1
    · exact (hlt _ _ h1).ne h
    · exact (hlt _ _ h1).ne' h
  have hle : ∀ u v, ρ u ≤ ρ v → ρ' u ≤ ρ' v := by
    intro u v h
    rcases h.eq_or_lt with e | l
    · exact (congrArg ρ' (hinj e)).le
    · exact (hlt _ _ l).le
  -- hence every update is the same
  have hstep : step G ρ' = step G ρ := by
    funext v
    rcases step_cases G ρ v with hs | ⟨_, hs⟩
    · exact step_eq_of_uphill G ρ' hinj'
        ⟨hs.1, hlt _ _ hs.2.1, fun u hu => hle _ _ (hs.2.2 u hu)⟩
    · have hm := (step_eq_self_iff G ρ v).mp hs
      rw [hs]
      exact (step_eq_self_iff G ρ' v).mpr fun w hw => hle _ _ (hm w hw)
  have hend : endpoint G ρ' = endpoint G ρ := by
    funext v
    simp only [endpoint, hstep]
  exact ⟨hend, by funext v; simp only [basin, hend]⟩

/-- Three grid points in a row: the middle point `1` is joined to the ends `0` and `2`. -/
def chain : SimpleGraph (Fin 3) := SimpleGraph.fromRel (fun i _ => i = 1)

/-- On the chain with densities 1, 0, 2, shifting the end values towards each other by `t`
with `1/2 < t < 2` brings the left end into the basin of the middle point, where it was not
before. -/
theorem half_gap_sharp {t : ℝ} (h1 : 1 / 2 < t) (h2 : t < 2) :
    (0 : Fin 3) ∉ basin chain ![1, 0, 2] 1 ∧
      (0 : Fin 3) ∈ basin chain ![1 + t, 0, 2 - t] 1 := by
  have hadj : ∀ i j, chain.Adj i j ↔ i ≠ j ∧ (i = 1 ∨ j = 1) :=
    fun i j => SimpleGraph.fromRel_adj _ i j
  -- a point and its successor on the trajectory share their endpoint
  have hnext : ∀ (σ : Fin 3 → ℝ) (v : Fin 3),
      endpoint chain σ v = endpoint chain σ (step chain σ v) := by
    intro σ v
    unfold endpoint
    rw [← Function.iterate_succ_apply, Function.iterate_succ_apply']
    exact (iterate_settles chain σ _ v (Finset.card_le_univ _)).symm
  constructor
  · intro h
    have h' : endpoint chain ![1, 0, 2] 0 = endpoint chain ![1, 0, 2] 1 := h
    have hinj : Injective (![1, 0, 2] : Fin 3 → ℝ) := by
      intro i j hij
      fin_cases i <;> fin_cases j <;> simp at hij ⊢
    have hs : step chain ![1, 0, 2] 1 = 2 := by
      refine step_eq_of_uphill _ _ hinj
        ⟨(hadj _ _).mpr ⟨by decide, Or.inl rfl⟩, ?_, ?_⟩
      · show (0 : ℝ) < 2
        norm_num
      · intro u _
        fin_cases u
        · show (1 : ℝ) ≤ 2
          norm_num
        · show (0 : ℝ) ≤ 2
          norm_num
        · exact le_rfl
    have m0 : IsMaximum chain ![1, 0, 2] 0 := by
      intro w hw
      rw [((hadj _ _).mp hw).2.resolve_left (by decide)]
      norm_num
    have m2 : IsMaximum chain ![1, 0, 2] 2 := by
      intro w hw
      rw [((hadj _ _).mp hw).2.resolve_left (by decide)]
      show (0 : ℝ) ≤ 2
      norm_num
    rw [hnext _ 1, hs, endpoint_eq_self _ _ m0, endpoint_eq_self _ _ m2] at h'
    exact absurd h' (by decide)
  · have hinj : Injective (![1 + t, 0, 2 - t] : Fin 3 → ℝ) := by
      intro i j hij
      fin_cases i <;> fin_cases j <;> simp at hij ⊢ <;> linarith
    have hs : step chain ![1 + t, 0, 2 - t] 1 = 0 := by
      refine step_eq_of_uphill _ _ hinj
        ⟨(hadj _ _).mpr ⟨by decide, Or.inl rfl⟩, ?_, ?_⟩
      · show (0 : ℝ) < 1 + t
        linarith
      · intro u _
        fin_cases u
        · exact le_rfl
        · show (0 : ℝ) ≤ 1 + t
          linarith
        · show 2 - t ≤ 1 + t
          linarith
    show endpoint chain ![1 + t, 0, 2 - t] 0 = endpoint chain ![1 + t, 0, 2 - t] 1
    rw [hnext _ 1, hs]

end GridBaderBasins
```

```lean
#print axioms GridBaderBasins.basins_bijOn_maxima
#print axioms GridBaderBasins.basins_stable
#print axioms GridBaderBasins.half_gap_sharp
```

```
'GridBaderBasins.basins_bijOn_maxima' depends on axioms: [propext, Classical.choice, Quot.sound]
'GridBaderBasins.basins_stable' depends on axioms: [propext, Classical.choice, Quot.sound]
'GridBaderBasins.half_gap_sharp' depends on axioms: [propext, Classical.choice, Quot.sound]
```

### From the lemmas to the theorems

`step_cases` splits an update into moving or staying, and `step_eq_self_iff` identifies resting points with maxima. `iterate_settles` is the count N(v), by induction on a bound for it; `Finset.card_lt_card` supplies the strict decrease.

In `basins_stable`, `hlt` is the displayed inequality, closed by `linarith`. Injectivity of both densities follows, and `step_eq_of_uphill` uses it to show that the old uphill move is the one the new rule makes. This gives `hstep`, from which equal endpoints and basins follow.

`half_gap_sharp` treats the chain by computing the move from point 1 before and after the shift. Its `hnext` says that a point and its successor share an endpoint, so point 0 lies in the basin of point 1 only after the shift.
